# Next to a perfect mirror, perpendicular and parallel dipoles decay at between zero and twice the free-space rate

A lifetime computed from the free-space decay rate can be badly wrong for an excited molecule close to a mirror: in front of a perfect one, meaning a perfect electric conductor, the radiative rate approaches twice the free-space value at contact if the transition dipole is perpendicular to the surface, and zero if it is parallel. The Lean file below starts from the angular integrals for these two rates and proves their range, closed forms and limits.

```lean
import Mathlib

open MeasureTheory Filter Topology

namespace MirrorDecayRates

noncomputable section

/-- Decay rate, in units of the free-space rate, of a dipole perpendicular to a perfect mirror;
`x = 2kz` is the round-trip phase and `u` the cosine of the emission angle. -/
def perpRate (x : ℝ) : ℝ := 1 + 3 / 2 * ∫ u in (0 : ℝ)..1, (1 - u ^ 2) * Real.cos (x * u)

/-- Decay rate, in units of the free-space rate, of a dipole parallel to a perfect mirror,
as a function of the round-trip phase `x = 2kz`. -/
def parRate (x : ℝ) : ℝ := 1 - 3 / 4 * ∫ u in (0 : ℝ)..1, (1 + u ^ 2) * Real.cos (x * u)

/-- The integrals of the two dipole patterns over the emission cosine. -/
theorem pattern_integrals :
    ∫ u in (0 : ℝ)..1, (1 - u ^ 2) = 2 / 3 ∧ ∫ u in (0 : ℝ)..1, (1 + u ^ 2) = 4 / 3 := by
  constructor
  · rw [intervalIntegral.integral_sub, integral_pow, intervalIntegral.integral_const]
    · norm_num
    all_goals exact Continuous.intervalIntegrable (by fun_prop) _ _
  · rw [intervalIntegral.integral_add, integral_pow, intervalIntegral.integral_const]
    · norm_num
    all_goals exact Continuous.intervalIntegrable (by fun_prop) _ _

/-- With `d = kz`, the rates are angular averages of standing-wave intensities:
`2cos²(du)` for the perpendicular dipole and `2sin²(du)` for the parallel one. -/
theorem standing_wave (d : ℝ) :
    perpRate (2 * d) =
      3 / 2 * ∫ u in (0 : ℝ)..1, (1 - u ^ 2) * (2 * Real.cos (d * u) ^ 2) ∧
    parRate (2 * d) =
      3 / 4 * ∫ u in (0 : ℝ)..1, (1 + u ^ 2) * (2 * Real.sin (d * u) ^ 2) := by
  have e1 : (fun u : ℝ => (1 - u ^ 2) * (2 * Real.cos (d * u) ^ 2)) =
      fun u => (1 - u ^ 2) + (1 - u ^ 2) * Real.cos (2 * d * u) := by
    funext u
    rw [Real.cos_sq, ← mul_assoc 2 d u]
    ring
  have e2 : (fun u : ℝ => (1 + u ^ 2) * (2 * Real.sin (d * u) ^ 2)) =
      fun u => (1 + u ^ 2) - (1 + u ^ 2) * Real.cos (2 * d * u) := by
    funext u
    rw [Real.sin_sq, Real.cos_sq, ← mul_assoc 2 d u]
    ring
  constructor
  · rw [e1, intervalIntegral.integral_add, pattern_integrals.1, perpRate]
    · ring
    all_goals exact Continuous.intervalIntegrable (by fun_prop) _ _
  · rw [e2, intervalIntegral.integral_sub, pattern_integrals.2, parRate]
    · ring
    all_goals exact Continuous.intervalIntegrable (by fun_prop) _ _

/-- The interference integral of a quadratic angular pattern, at nonzero round-trip phase. -/
theorem integral_pattern_cos (a b : ℝ) {x : ℝ} (hx : x ≠ 0) :
    ∫ u in (0 : ℝ)..1, (a + b * u ^ 2) * Real.cos (x * u) =
      a * (Real.sin x / x) +
        b * (Real.sin x / x + 2 * Real.cos x / x ^ 2 - 2 * Real.sin x / x ^ 3) := by
  -- an explicit antiderivative
  have hF : ∀ u : ℝ, HasDerivAt (fun u : ℝ =>
      (a / x - 2 * b / x ^ 3 + b / x * u ^ 2) * Real.sin (x * u) +
        (2 * b / x ^ 2 * u) * Real.cos (x * u)) ((a + b * u ^ 2) * Real.cos (x * u)) u := by
    intro u
    have hl : HasDerivAt (fun u : ℝ => x * u) x u := by
      simpa using (hasDerivAt_id' u).const_mul x
    have hq : HasDerivAt (fun u : ℝ => u ^ 2) (2 * u) u := by
      simpa using hasDerivAt_pow 2 u
    refine HasDerivAt.congr_deriv
      ((((hq.const_mul (b / x)).const_add (a / x - 2 * b / x ^ 3)).fun_mul hl.sin).fun_add
        (((hasDerivAt_id' u).const_mul (2 * b / x ^ 2)).fun_mul hl.cos)) ?_
    field_simp
    ring
  rw [intervalIntegral.integral_eq_sub_of_hasDerivAt (fun u _ => hF u)
    (Continuous.intervalIntegrable (by fun_prop) _ _)]
  simp only [mul_one, mul_zero, Real.sin_zero]
  ring

/-- Closed forms of the two decay rates at nonzero round-trip phase. -/
theorem closed_form {x : ℝ} (hx : x ≠ 0) :
    perpRate x = 1 + 3 * (Real.sin x / x ^ 3 - Real.cos x / x ^ 2) ∧
    parRate x =
      1 - 3 / 2 * (Real.sin x / x + Real.cos x / x ^ 2 - Real.sin x / x ^ 3) := by
  have e1 : (fun u : ℝ => (1 - u ^ 2) * Real.cos (x * u)) =
      fun u => (1 + (-1) * u ^ 2) * Real.cos (x * u) := by funext u; ring
  have e2 : (fun u : ℝ => (1 + u ^ 2) * Real.cos (x * u)) =
      fun u => (1 + 1 * u ^ 2) * Real.cos (x * u) := by funext u; ring
  constructor
  · rw [perpRate, e1, integral_pattern_cos 1 (-1) hx]
    ring
  · rw [parRate, e2, integral_pattern_cos 1 1 hx]
    ring

/-- For `x ≥ 1` the perpendicular rate differs from the free-space rate by at most `6/x²`,
and the parallel rate by at most `9/(2x)`. -/
theorem far_bounds {x : ℝ} (hx : 1 ≤ x) :
    |perpRate x - 1| ≤ 6 / x ^ 2 ∧ |parRate x - 1| ≤ 9 / (2 * x) := by
  have hx0 : 0 < x := by linarith
  obtain ⟨hP, hQ⟩ := closed_form hx0.ne'
  have t0 : 0 ≤ x⁻¹ := by positivity
  have t1 : x⁻¹ ≤ 1 := inv_le_one_of_one_le₀ hx
  have t2 : x⁻¹ ^ 2 ≤ x⁻¹ := by nlinarith
  have t3 : x⁻¹ ^ 3 ≤ x⁻¹ ^ 2 := by nlinarith [mul_nonneg (sq_nonneg x⁻¹) (sub_nonneg.2 t1)]
  have key : ∀ (s : ℝ) (n : ℕ), |s| ≤ 1 → |s * x⁻¹ ^ n| ≤ x⁻¹ ^ n := by
    intro s n hs
    have hn : 0 ≤ x⁻¹ ^ n := pow_nonneg t0 n
    rw [abs_mul, abs_of_nonneg hn]
    exact mul_le_of_le_one_left hn hs
  have s1 := abs_le.1 (key _ 1 (Real.abs_sin_le_one x))
  have s3 := abs_le.1 (key _ 3 (Real.abs_sin_le_one x))
  have c2 := abs_le.1 (key _ 2 (Real.abs_cos_le_one x))
  rw [pow_one] at s1
  have eP : perpRate x - 1 = 3 * (Real.sin x * x⁻¹ ^ 3 - Real.cos x * x⁻¹ ^ 2) := by
    rw [hP]; ring
  have eQ : parRate x - 1 =
      -(3 / 2) * (Real.sin x * x⁻¹ + Real.cos x * x⁻¹ ^ 2 - Real.sin x * x⁻¹ ^ 3) := by
    rw [hQ]; ring
  have b1 : 6 / x ^ 2 = 6 * x⁻¹ ^ 2 := by ring
  have b2 : 9 / (2 * x) = 9 / 2 * x⁻¹ := by ring
  rw [eP, eQ, b1, b2]
  constructor <;> rw [abs_le] <;> constructor <;> linarith [s1.1, s1.2, s3.1, s3.2, c2.1, c2.2]

/-- Both decay rates depend continuously on the round-trip phase, contact included. -/
theorem continuous_rates : Continuous perpRate ∧ Continuous parRate := by
  have h : ∀ w : ℝ → ℝ, Continuous w →
      Continuous fun x : ℝ => ∫ u in (0 : ℝ)..1, w u * Real.cos (x * u) := fun w hw =>
    intervalIntegral.continuous_parametric_intervalIntegral_of_continuous'
      (f := fun x u => w u * Real.cos (x * u))
      (show Continuous fun p : ℝ × ℝ => w p.2 * Real.cos (p.1 * p.2) by fun_prop) 0 1
  exact ⟨continuous_const.add (continuous_const.mul (h (fun u => 1 - u ^ 2) (by fun_prop))),
    continuous_const.sub (continuous_const.mul (h (fun u => 1 + u ^ 2) (by fun_prop)))⟩

/-- Both mirror decay rates lie between zero and twice the free-space rate. At contact they tend
to 2 (perpendicular) and 0 (parallel), and far from the mirror both tend to 1. -/
theorem mirror_decay_rates :
    (∀ x, perpRate x ∈ Set.Icc 0 2 ∧ parRate x ∈ Set.Icc 0 2) ∧
    Tendsto perpRate (𝓝 0) (𝓝 2) ∧ Tendsto parRate (𝓝 0) (𝓝 0) ∧
    Tendsto perpRate atTop (𝓝 1) ∧ Tendsto parRate atTop (𝓝 1) := by
  refine ⟨fun x => ?_, continuous_rates.1.tendsto' 0 2 ?_, continuous_rates.2.tendsto' 0 0 ?_,
    ?_, ?_⟩
  · -- interference never exceeds the integrated pattern
    have key : ∀ w : ℝ → ℝ, Continuous w → (∀ u ∈ Set.Icc (0 : ℝ) 1, 0 ≤ w u) →
        |∫ u in (0 : ℝ)..1, w u * Real.cos (x * u)| ≤ ∫ u in (0 : ℝ)..1, w u := by
      intro w hw h0
      have hc : Continuous fun u => w u * Real.cos (x * u) := by fun_prop
      refine (intervalIntegral.abs_integral_le_integral_abs zero_le_one).trans
        (intervalIntegral.integral_mono_on zero_le_one (hc.abs.intervalIntegrable _ _)
          (hw.intervalIntegrable _ _) (fun u hu => ?_))
      show |w u * Real.cos (x * u)| ≤ w u
      rw [abs_mul, abs_of_nonneg (h0 u hu)]
      exact mul_le_of_le_one_right (h0 u hu) (Real.abs_cos_le_one _)
    have p := key (fun u => 1 - u ^ 2) (by fun_prop)
      (fun u hu => by nlinarith [hu.1, hu.2])
    have q := key (fun u => 1 + u ^ 2) (by fun_prop) (fun u _ => by positivity)
    rw [pattern_integrals.1, abs_le] at p
    rw [pattern_integrals.2, abs_le] at q
    unfold perpRate parRate
    exact ⟨⟨by linarith [p.1], by linarith [p.2]⟩, ⟨by linarith [q.2], by linarith [q.1]⟩⟩
  · simp only [perpRate, zero_mul, Real.cos_zero, mul_one]
    rw [pattern_integrals.1]
    norm_num
  · simp only [parRate, zero_mul, Real.cos_zero, mul_one]
    rw [pattern_integrals.2]
    norm_num
  · rw [← tendsto_sub_nhds_zero_iff]
    refine squeeze_zero_norm' ?_
      (tendsto_const_nhds.div_atTop (tendsto_pow_atTop two_ne_zero) :
        Tendsto (fun x : ℝ => 6 / x ^ 2) atTop (𝓝 0))
    filter_upwards [eventually_ge_atTop 1] with x hx using (far_bounds hx).1
  · rw [← tendsto_sub_nhds_zero_iff]
    refine squeeze_zero_norm' ?_
      (tendsto_const_nhds.div_atTop (tendsto_id.const_mul_atTop two_pos) :
        Tendsto (fun x : ℝ => 9 / (2 * x)) atTop (𝓝 0))
    filter_upwards [eventually_ge_atTop 1] with x hx using (far_bounds hx).2

end

end MirrorDecayRates
```

```lean
#print axioms MirrorDecayRates.standing_wave
-- 'MirrorDecayRates.standing_wave' depends on axioms: [propext, Classical.choice, Quot.sound]
#print axioms MirrorDecayRates.mirror_decay_rates
-- 'MirrorDecayRates.mirror_decay_rates' depends on axioms: [propext, Classical.choice, Quot.sound]
```

## Two rates as functions of one phase

Let $k$ be the wavenumber of the emitted light and $z$ the distance from the emitter to the mirror. The variable is $x = 2kz$, the phase that light gathers on the way to the mirror and back at normal incidence. It is dimensionless and is not a coordinate. The two definitions are

$$P(x) = 1 + \frac32\int_0^1 (1-u^2)\cos(xu)\,du, \qquad Q(x) = 1 - \frac34\int_0^1 (1+u^2)\cos(xu)\,du.$$

Here $P$ is `perpRate` and $Q$ is `parRate`; textbooks often write them as $\Gamma_\perp/\Gamma_0$ and $\Gamma_\parallel/\Gamma_0$, with $\Gamma_0$ the free-space rate. The integration variable $u$ is the cosine of the angle between the emission direction and the mirror normal. In Lean both rates are functions from the reals to the reals, so negative $x$ is allowed, although only $x \ge 0$ describes a distance.

The final theorem, `mirror_decay_rates`, makes three statements:

- For every real $x$, both $P(x)$ and $Q(x)$ lie in the closed interval $[0,2]$, written `Set.Icc 0 2`.
- As $x \to 0$, $P(x) \to 2$ and $Q(x) \to 0$. The filter `𝓝 0` covers approach from both sides, which includes the physical approach from positive $x$.
- As $x \to +\infty$, written `atTop`, both rates tend to 1.

The theorem `closed_form` adds, for every $x \neq 0$,

$$P(x) = 1 + 3\left(\frac{\sin x}{x^3} - \frac{\cos x}{x^2}\right), \qquad Q(x) = 1 - \frac32\left(\frac{\sin x}{x} + \frac{\cos x}{x^2} - \frac{\sin x}{x^3}\right).$$

The condition $x \neq 0$ excludes exactly the point where the formulas break down. Lean sets division by zero to zero, so both right-hand sides would equal 1 there, whereas the integrals give 2 and 0.

For $x \ge 1$, `far_bounds` says how fast the mirror's influence fades: $|P(x)-1| \le 6/x^2$ and $|Q(x)-1| \le 9/(2x)$. These estimates improve on the range $[0,2]$ only once $x > \sqrt6$ for $P$ and $x > 9/2$ for $Q$.

## Standing waves in front of the mirror

In front of a perfect mirror, each incoming plane wave and its reflection form a wave that stands along the normal. The electric-field component along the normal has an antinode at the surface and varies as $\cos(kzu)$; the components along the surface have a node there and vary as $\sin(kzu)$. By Fermi's golden rule, the decay rate is proportional to the squared field component along the dipole, summed over the modes at the transition frequency.

For a perpendicular dipole only one polarisation contributes, with weight $1-u^2$. For a parallel dipole, both polarisations contribute; after averaging over the azimuth their weights are proportional to $1$ and $u^2$, hence $1+u^2$ in total. Normalising to free space gives

$$P = \frac32\int_0^1(1-u^2)\,2\cos^2(kzu)\,du, \qquad Q = \frac34\int_0^1(1+u^2)\,2\sin^2(kzu)\,du.$$

The theorem `standing_wave` proves that these expressions agree with the definitions. Its letter `d` stands for $kz$, not for a dipole moment.

The step from the quantised field to these angular integrals is physical input: the file takes the integrals as definitions. They describe a point dipole, weakly coupled to the field, in vacuum before an infinite, flat, perfectly conducting mirror. A real metal absorbs, and close to its surface this opens nonradiative decay channels, so the contact values 2 and 0 belong to the ideal mirror.

In macroscopic QED the decay rate follows from the imaginary part of the electromagnetic Green tensor at the emitter's position. A numerical Green tensor can therefore be tested on an infinite, flat, perfectly conducting mirror: the normal and tangential diagonal elements of its imaginary part, each divided by the free-space value, should reproduce $P$ and $Q$.

## From pattern integrals to range and limits

**Normalisation.** The two weights integrate to

$$\int_0^1(1-u^2)\,du = 1-\frac13 = \frac23, \qquad \int_0^1(1+u^2)\,du = 1+\frac13 = \frac43.$$

This is `pattern_integrals`. The prefactors $\frac32$ and $\frac34$ are the reciprocals, so each weighted average of the constant 1 is 1.

**Standing-wave form.** With $d = kz$ and $x = 2d$, the double-angle formulas read

$$2\cos^2(du) = 1+\cos(xu), \qquad 2\sin^2(du) = 1-\cos(xu).$$

Multiplying by the weights and integrating gives 1 plus or minus the interference integral, which is the definition of $P$ or $Q$. In `standing_wave`, the equations `e1` and `e2` carry out this rewriting under the integral sign, and the integral is then split into its two parts.

**Closed forms.** Both interference integrals have the shape $\int_0^1(a+bu^2)\cos(xu)\,du$. For $x\neq0$ an antiderivative is

$$F(u) = \left(\frac{a}{x}-\frac{2b}{x^3}+\frac{b}{x}u^2\right)\sin(xu)+\frac{2b}{x^2}u\cos(xu).$$

Differentiating gives

$$F'(u) = \frac{2bu}{x}\sin(xu)+\left(a-\frac{2b}{x^2}+bu^2\right)\cos(xu)+\frac{2b}{x^2}\cos(xu)-\frac{2bu}{x}\sin(xu),$$

which reduces to $(a+bu^2)\cos(xu)$. Since $F(0)=0$, the integral is

$$F(1) = a\,\frac{\sin x}{x}+b\left(\frac{\sin x}{x}+\frac{2\cos x}{x^2}-\frac{2\sin x}{x^3}\right).$$

This is `integral_pattern_cos`. Its step `hF` assembles the derivative from the product and chain rules, and `field_simp` with `ring` performs the cancellation. Taking $a=1$, $b=-1$ gives $2\sin x/x^3-2\cos x/x^2$, and the factor $\frac32$ turns this into the formula for $P$. Taking $a=b=1$ gives $2\sin x/x+2\cos x/x^2-2\sin x/x^3$, and the factor $-\frac34$ yields the one for $Q$.

**Range.** Let $w(u)$ be either weight. It is nonnegative on $[0,1]$ and $|\cos(xu)|\le1$, so

$$\left|\int_0^1 w(u)\cos(xu)\,du\right| \le \int_0^1 w(u)\,du.$$

The right-hand side is $\frac23$ for $P$ and $\frac43$ for $Q$. After multiplication by the prefactor, the interference term has size at most 1 in both cases, so each rate lies between 0 and 2. The local statement `key` in the final theorem is this inequality for a general continuous nonnegative weight, and it is applied once to each dipole.

**Far from the mirror.** For $x\ge1$ we have $1/x^3\le1/x^2\le1/x$. Bounding every sine and cosine by 1 in the closed forms gives

$$|P(x)-1| \le 3\left(\frac1{x^3}+\frac1{x^2}\right) \le \frac6{x^2}, \qquad |Q(x)-1| \le \frac32\left(\frac1x+\frac1{x^2}+\frac1{x^3}\right) \le \frac9{2x}.$$

In `far_bounds` everything is written in powers of `x⁻¹`. The facts `t2` and `t3` order these powers, and `s1`, `s3` and `c2` bound the oscillating terms. What remains is linear in these quantities, and `linarith` finishes it. Both bounds tend to zero, so `squeeze_zero_norm'` forces $P-1$ and $Q-1$ to zero as well.

**At contact.** For $x=0$ the cosine equals 1 throughout, and the definitions give

$$P(0) = 1+\frac32\cdot\frac23 = 2, \qquad Q(0) = 1-\frac34\cdot\frac43 = 0.$$

Because $P$ and $Q$ are continuous, these values are also the limits as $x\to0$. Continuity is the content of `continuous_rates`.

## Continuity of an integral in its parameter

The contact limits could also be extracted from the closed forms, but there the separate terms diverge: $\sin x/x^3$ and $\cos x/x^2$ both grow like $1/x^2$, and the finite answer comes from their cancellation. The integrals have no singularity at $x=0$, and the proof uses them through the Mathlib lemma `intervalIntegral.continuous_parametric_intervalIntegral_of_continuous'`.

The lemma concerns a function $f(x,u)$ integrated over $u$ between fixed endpoints. If $f$ is continuous in the pair $(x,u)$, then the integral is continuous in $x$. The reason is compactness: when $x$ stays in a small closed interval and $u$ in $[0,1]$, $f$ is uniformly continuous, so a small change of $x$ changes the integrand by little at every $u$ at once, and the integral changes by little too.

Here $f(x,u)=w(u)\cos(xu)$. Lean is given this function explicitly through the argument `f :=`, and the `show` line states its continuity as a function of a pair `p`, with `p.1` as $x$ and `p.2` as $u$. The tactic `fun_prop` then derives that continuity from the continuity of products, of the cosine and of $w$. The numbers 0 and 1 at the end are the endpoints of the integral.

In the final theorem, `tendsto'` turns continuity into a limit: it asks only for the value of the function at the point. Each contact limit is thereby reduced to evaluating one polynomial integral.
